# Every nonzero symmetric spinor with n ≥ 1 two-valued indices is a symmetrised product of n one-index spinors

Q: Take two indices, with $\varphi_{00}=1$, $\varphi_{01}=\varphi_{10}=-\tfrac32$, $\varphi_{11}=2$. Where are the principal spinors?

A: Contract both slots with variables $X_0,X_1$ and factor the resulting polynomial:

$$X_0^2-3X_0X_1+2X_1^2=(X_0-X_1)(X_0-2X_1).$$

The factors give the principal spinors, that is, one-index spinors whose symmetrised product is $\varphi$: $\alpha=(1,-1)$ and $\beta=(1,-2)$. Symmetrising returns the components: $\alpha_0\beta_0=1$, $\tfrac12(\alpha_0\beta_1+\alpha_1\beta_0)=\tfrac12(-2-1)=-\tfrac32$ and $\alpha_1\beta_1=2$. As a state of two spins one-half, $\varphi$ has norm $\sqrt{19/2}$; dividing by that normalises it.

Q: That was a quadratic. What replaces the quadratic formula for $n$ indices?

A: One root at a time. Write a nonzero form of degree $n$ as $P=\sum_{k=0}^n a_kX_0^kX_1^{n-k}$, and put $p(x)=\sum_k a_kx^k$. For $n\ge1$ there are two cases.

- If $a_n=0$, every term contains $X_1$, so $X_1$ splits off.
- If $a_n\neq0$, $p$ has a complex root $r$. Then $p=(x-r)q$, and $X_0-rX_1$ splits off.

The remaining form has degree $n-1$ and is nonzero. After $n$ steps a nonzero constant is left, which is absorbed into one factor.

Q: That factors a polynomial. I asked about a tensor.

A: For symmetric $\varphi$ the two carry the same information. If the index string $A$ contains $k$ zeros, the coefficient of $X_0^kX_1^{n-k}$ is $\binom nk\varphi_A$, so the polynomial fixes every component. For spinors $\alpha_0,\dots,\alpha_{n-1}$ with components $\alpha_{i,a}$, the symmetrised product has the polynomial

$$\frac1{n!}\sum_\sigma\prod_i\Big(\sum_a\alpha_{\sigma(i),a}X_a\Big)=\prod_i\Big(\sum_a\alpha_{i,a}X_a\Big),$$

because a permutation only reorders the factors. If this product equals the polynomial of $\varphi$, the components agree too. Conversely, a symmetrised product is symmetric, and it is nonzero when its factors are, since a product of nonzero polynomials is nonzero.

Q: Now the formal version. What is a spinor there?

A: An array of complex components in a fixed basis. The file works over Mathlib's multivariate polynomials.

In Lean 4 with Mathlib:

```lean
import Mathlib

open MvPolynomial

namespace PrincipalSpinors

noncomputable section
```

A one-index spinor is a function `Fin 2 → ℂ`, and its linear form is $\alpha_0X_0+\alpha_1X_1$.

```lean
/-- The linear form `α_A X^A` of a one-index spinor `α`. -/
def linearForm (α : Fin 2 → ℂ) : MvPolynomial (Fin 2) ℂ := ∑ a, C (α a) * X a
```

The passage from $p$ to $P$ is `homogenize`. The degree $n$ is passed separately, because $p$ may have lower degree.

```lean
/-- The binary form of degree `n` whose coefficients are those of `p` up to order `n`. -/
def homogenize (n : ℕ) (p : Polynomial ℂ) : MvPolynomial (Fin 2) ℂ :=
  ∑ k ∈ Finset.range (n + 1), C (p.coeff k) * X 0 ^ k * X 1 ^ (n - k)
```

An $n$-index spinor assigns a number to each string `A : Fin n → Fin 2`. Symmetry means invariance under every permutation of the slots.

```lean
/-- Total symmetry: the components do not change when the index slots are permuted. -/
def IsTotallySymmetric {n : ℕ} (φ : (Fin n → Fin 2) → ℂ) : Prop :=
  ∀ (σ : Equiv.Perm (Fin n)) (A : Fin n → Fin 2), φ (A ∘ σ) = φ A
```

Its polynomial is the full contraction with the variables.

```lean
/-- The polynomial `φ_{A…L} X^A … X^L` of an `n`-index spinor. -/
def form {n : ℕ} (φ : (Fin n → Fin 2) → ℂ) : MvPolynomial (Fin 2) ℂ :=
  ∑ A, C (φ A) * ∏ i, X (A i)
```

The symmetrised product carries the factor $1/n!$, the usual meaning of round brackets around indices.

```lean
/-- The symmetrised product `α_(A β_B … λ_L)` of `n` one-index spinors. -/
def symProd {n : ℕ} (α : Fin n → Fin 2 → ℂ) (A : Fin n → Fin 2) : ℂ :=
  (n.factorial : ℂ)⁻¹ * ∑ σ : Equiv.Perm (Fin n), ∏ i, α (σ i) (A i)
```

Occupation numbers record how many zeros and ones a string contains.

```lean
/-- The occupation numbers of an index string: how often each index value occurs. -/
def occupation {n : ℕ} (A : Fin n → Fin 2) : Fin 2 →₀ ℕ := ∑ i, Finsupp.single (A i) 1
```

In these terms, the main theorem says that for $n\ne0$, `IsTotallySymmetric φ ∧ φ ≠ 0` holds exactly when there are $n$ nonzero spinors `α i` with `φ = symProd α`.

Q: Why exclude $n=0$? A scalar is trivially symmetric.

A: It is, but the scalar $2$ is a counterexample. The symmetrised product of no spinors is $1$, and there is no factor to absorb the $2$.

Q: And Lorentz transformations? I see no $SL(2,\mathbb C)$.

A: None is formalised, nor are primed indices or the $\varepsilon$ that raises and lowers indices. The theorem is algebra at one point, for lower unprimed indices. It also asserts existence only, not uniqueness of the factors up to order and scale.

Q: Then show me how the proof follows your argument.

A: First the case of a missing top coefficient, stated for degree $n+1$: the last term of the sum vanishes and each other term gives up one $X_1$.

```lean
/-- If `p` has degree at most `n`, its form of degree `n + 1` contains the factor `X 1`. -/
theorem homogenize_succ {n : ℕ} {p : Polynomial ℂ} (hp : p.natDegree ≤ n) :
    homogenize (n + 1) p = X 1 * homogenize n p := by
  unfold homogenize
  rw [Finset.sum_range_succ, Polynomial.coeff_eq_zero_of_natDegree_lt (Nat.lt_succ_of_le hp),
    Finset.mul_sum]
  simp only [map_zero, zero_mul, add_zero]
  refine Finset.sum_congr rfl fun k hk => ?_
  have hk' := Finset.mem_range.1 hk
  rw [show n + 1 - k = (n - k) + 1 by omega, pow_succ]
  ring
```

Next the case of a root. Here `h1` shows that multiplying by $x$ becomes multiplying by $X_0$, `h2` separates the two terms of $(x-r)q$, and the previous lemma supplies the $X_1$ in the second.

```lean
/-- A root `r` of the one-variable polynomial gives the linear factor `X 0 - r X 1`. -/
theorem homogenize_root {n : ℕ} {q : Polynomial ℂ} (hq : q.natDegree ≤ n) (r : ℂ) :
    homogenize (n + 1) ((Polynomial.X - Polynomial.C r) * q)
      = linearForm ![1, -r] * homogenize n q := by
  have h1 : homogenize (n + 1) (Polynomial.X * q) = X 0 * homogenize n q := by
    unfold homogenize
    rw [Finset.sum_range_succ', Polynomial.coeff_X_mul_zero, Finset.mul_sum]
    simp only [map_zero, zero_mul, add_zero]
    refine Finset.sum_congr rfl fun k _ => ?_
    rw [Polynomial.coeff_X_mul, Nat.add_sub_add_right, pow_succ]
    ring
  have h2 : homogenize (n + 1) ((Polynomial.X - Polynomial.C r) * q)
      = homogenize (n + 1) (Polynomial.X * q) - C r * homogenize (n + 1) q := by
    unfold homogenize
    rw [Finset.mul_sum, ← Finset.sum_sub_distrib]
    refine Finset.sum_congr rfl fun k _ => ?_
    rw [sub_mul, Polynomial.coeff_sub, Polynomial.coeff_C_mul, map_sub, map_mul]
    ring
  have h3 : linearForm ![1, -r] = X 0 - C r * X 1 := by
    simp [linearForm, Fin.sum_univ_two, sub_eq_add_neg]
  rw [h2, h1, homogenize_succ hq, h3]
  ring
```

The induction on $n$ chooses between them with `by_cases` on the degree. The root comes from `IsAlgClosed.exists_root`, and `Fin.cons` puts the new factor in front of the old ones.

```lean
/-- The form of degree `n` of a nonzero polynomial of degree at most `n` is a nonzero constant
times `n` nonzero linear forms. -/
theorem homogenize_factors (n : ℕ) : ∀ p : Polynomial ℂ, p ≠ 0 → p.natDegree ≤ n →
    ∃ c : ℂ, c ≠ 0 ∧ ∃ α : Fin n → Fin 2 → ℂ, (∀ i, α i ≠ 0) ∧
      homogenize n p = C c * ∏ i, linearForm (α i) := by
  induction n with
  | zero =>
    intro p hp hd
    refine ⟨p.coeff 0, fun h => hp ?_, fun _ => 0, fun i => i.elim0, by simp [homogenize]⟩
    rw [Polynomial.eq_C_of_natDegree_le_zero hd, h, map_zero]
  | succ n ih =>
    intro p hp hd
    -- split off one linear factor
    have step : ∃ β : Fin 2 → ℂ, β ≠ 0 ∧ ∃ q : Polynomial ℂ, q ≠ 0 ∧ q.natDegree ≤ n ∧
        homogenize (n + 1) p = linearForm β * homogenize n q := by
      by_cases h : p.natDegree ≤ n
      · refine ⟨![0, 1], fun h0 => by simpa using congrFun h0 1, p, hp, h, ?_⟩
        rw [homogenize_succ h]
        simp [linearForm, Fin.sum_univ_two]
      · obtain ⟨r, hr⟩ := IsAlgClosed.exists_root p (fun h0 => h (by
          rw [Polynomial.natDegree_eq_zero_iff_degree_le_zero.2 h0.le]
          exact Nat.zero_le n))
        obtain ⟨q, rfl⟩ := Polynomial.dvd_iff_isRoot.2 hr
        have hq : q ≠ 0 := right_ne_zero_of_mul hp
        rw [Polynomial.natDegree_mul (Polynomial.X_sub_C_ne_zero r) hq,
          Polynomial.natDegree_X_sub_C] at hd
        have hqn : q.natDegree ≤ n := by omega
        exact ⟨![1, -r], fun h0 => by simpa using congrFun h0 0, q, hq, hqn,
          homogenize_root hqn r⟩
    obtain ⟨β, hβ, q, hq, hqn, e⟩ := step
    obtain ⟨c, hc, α, hα, e'⟩ := ih q hq hqn
    refine ⟨c, hc, (Fin.cons β α : Fin (n + 1) → Fin 2 → ℂ), fun i => ?_, ?_⟩
    · refine Fin.cases ?_ (fun j => ?_) i
      · exact hβ
      · exact hα j
    · rw [e, e', Fin.prod_univ_succ]
      simp only [Fin.cons_zero, Fin.cons_succ]
      ring
```

For an arbitrary homogeneous $P$, `hsum` shows that only the monomials $X_0^kX_1^{n-k}$ occur. The proof then builds $p$ from their coefficients, applies the induction result and multiplies the first spinor by the constant.

```lean
/-- Every nonzero binary form of degree `n ≥ 1` is a product of `n` nonzero linear forms. -/
theorem binary_form_factors {n : ℕ} (hn : n ≠ 0) {P : MvPolynomial (Fin 2) ℂ}
    (hP : P.IsHomogeneous n) (h0 : P ≠ 0) :
    ∃ α : Fin n → Fin 2 → ℂ, (∀ i, α i ≠ 0) ∧ P = ∏ i, linearForm (α i) := by
  let e : ℕ → (Fin 2 →₀ ℕ) := fun k => Finsupp.single 0 k + Finsupp.single 1 (n - k)
  have e0 : ∀ k, e k 0 = k := fun k => by simp [e]
  have e1 : ∀ k, e k 1 = n - k := fun k => by simp [e]
  -- a form of degree n has only the monomials X₀^k X₁^(n-k)
  have hsum : P = ∑ k ∈ Finset.range (n + 1), monomial (e k) (coeff (e k) P) := by
    ext d
    rw [coeff_sum]
    simp only [coeff_monomial]
    by_cases hd : d 0 + d 1 = n
    · have he : e (d 0) = d := by
        ext i
        fin_cases i
        · exact e0 _
        · exact (e1 _).trans (by simp; omega)
      rw [Finset.sum_eq_single (d 0)]
      · rw [if_pos he, he]
      · intro k _ hk
        exact if_neg fun h => hk (by rw [← h, e0])
      · intro h
        exact absurd (Finset.mem_range.2 (by omega)) h
    · rw [hP.coeff_eq_zero (by rw [Finsupp.degree_eq_sum, Fin.sum_univ_two]; exact hd)]
      refine (Finset.sum_eq_zero fun k hk => if_neg fun h => hd ?_).symm
      have hk' := Finset.mem_range.1 hk
      rw [← h, e0, e1]
      omega
  let p : Polynomial ℂ := ∑ k ∈ Finset.range (n + 1), Polynomial.monomial k (coeff (e k) P)
  have hc : ∀ j, p.coeff j = if j ∈ Finset.range (n + 1) then coeff (e j) P else 0 := by
    intro j
    simp only [p, Polynomial.finsetSum_coeff, Polynomial.coeff_monomial, Finset.sum_ite_eq']
  have hp : homogenize n p = P := by
    conv_rhs => rw [hsum]
    refine Finset.sum_congr rfl fun k hk => ?_
    rw [hc, if_pos hk, X_pow_eq_monomial, X_pow_eq_monomial, C_mul_monomial, monomial_mul,
      mul_one, mul_one]
  have hpd : p.natDegree ≤ n := Polynomial.natDegree_le_iff_coeff_eq_zero.2 fun N hN => by
    rw [hc, if_neg (by rw [Finset.mem_range]; omega)]
  have hp0 : p ≠ 0 := fun h => h0 (by rw [← hp, h]; simp [homogenize])
  obtain ⟨c, hc0, α, hα, h⟩ := homogenize_factors n p hp0 hpd
  obtain ⟨m, rfl⟩ := Nat.exists_eq_succ_of_ne_zero hn
  -- absorb the constant into the first factor
  refine ⟨(Fin.cons (c • α 0) (fun i => α i.succ) : Fin (m + 1) → Fin 2 → ℂ), fun i => ?_, ?_⟩
  · refine Fin.cases ?_ (fun j => ?_) i
    · exact smul_ne_zero hc0 (hα 0)
    · exact hα j.succ
  · rw [← hp, h, Fin.prod_univ_succ, Fin.prod_univ_succ]
    simp only [Fin.cons_zero, Fin.cons_succ]
    rw [← mul_assoc]
    congr 1
    simp only [linearForm, Fin.sum_univ_two, Pi.smul_apply, smul_eq_mul, map_mul]
    ring
```

Q: Where does the symmetry of $\varphi$ enter?

A: In comparing coefficients with components. Two strings with equal occupation numbers have equally many slots of each value, and matching those slots gives a permutation.

```lean
/-- Index strings with equal occupation numbers differ by a permutation of the slots. -/
theorem exists_perm_of_occupation_eq {n : ℕ} {A B : Fin n → Fin 2}
    (h : occupation A = occupation B) : ∃ σ : Equiv.Perm (Fin n), A = B ∘ σ := by
  have count : ∀ (D : Fin n → Fin 2) (c : Fin 2),
      occupation D c = Fintype.card {i // D i = c} := by
    intro D c
    simp [occupation, Finsupp.finsetSum_apply, Finsupp.single_apply, Fintype.card_subtype]
  refine ⟨Equiv.ofFiberEquiv (f := A) (g := B) fun c =>
    Fintype.equivOfCardEq (by rw [← count, ← count, h]), ?_⟩
  funext i
  exact (Equiv.ofFiberEquiv_map _ i).symm
```

All components contributing to one monomial are therefore equal. The binomial coefficient appears here as the number of such strings.

```lean
/-- A coefficient of the form of a totally symmetric spinor is the matching component times the
number of index strings with the same occupation numbers. -/
theorem coeff_form {n : ℕ} {φ : (Fin n → Fin 2) → ℂ} (hs : IsTotallySymmetric φ)
    (A : Fin n → Fin 2) : coeff (occupation A) (form φ)
      = ((Finset.univ.filter fun B : Fin n → Fin 2 =>
          occupation B = occupation A).card : ℂ) * φ A := by
  have hmon : ∀ (B : Fin n → Fin 2) (c : ℂ),
      C c * ∏ i, (X (B i) : MvPolynomial (Fin 2) ℂ) = monomial (occupation B) c := by
    intro B c
    have h : ∏ i, (X (B i) : MvPolynomial (Fin 2) ℂ) = monomial (occupation B) 1 :=
      (monomial_sum_one _ _).symm
    rw [h, C_mul_monomial, mul_one]
  simp only [form, hmon, coeff_sum, coeff_monomial]
  rw [← Finset.sum_filter, ← nsmul_eq_mul, ← Finset.sum_const]
  refine Finset.sum_congr rfl fun B hB => ?_
  obtain ⟨σ, hσ⟩ := exists_perm_of_occupation_eq (Finset.mem_filter.1 hB).2
  rw [hσ]
  exact hs σ A
```

The displayed identity for symmetrised products comes next. `key` expands the product of sums for one permutation, and the $n!$ equal terms cancel the prefactor.

```lean
/-- The form of a symmetrised product is the product of the linear forms. -/
theorem form_symProd {n : ℕ} (α : Fin n → Fin 2 → ℂ) :
    form (symProd α) = ∏ i, linearForm (α i) := by
  have key : ∀ σ : Equiv.Perm (Fin n),
      ∑ A : Fin n → Fin 2, C (∏ i, α (σ i) (A i)) * ∏ i, (X (A i) : MvPolynomial (Fin 2) ℂ)
        = ∏ i, linearForm (α i) := by
    intro σ
    rw [← Equiv.prod_comp σ (fun i => linearForm (α i))]
    simp only [linearForm]
    rw [Finset.prod_univ_sum, Fintype.piFinset_univ]
    refine Finset.sum_congr rfl fun A _ => ?_
    rw [map_prod, Finset.prod_mul_distrib]
  calc form (symProd α) = C ((n.factorial : ℂ)⁻¹) * ∑ σ : Equiv.Perm (Fin n),
        ∑ A : Fin n → Fin 2, C (∏ i, α (σ i) (A i)) * ∏ i, X (A i) := by
        unfold form symProd
        rw [Finset.sum_comm, Finset.mul_sum]
        refine Finset.sum_congr rfl fun A _ => ?_
        rw [map_mul, map_sum, ← Finset.sum_mul, mul_assoc]
    _ = ∏ i, linearForm (α i) := by
        simp only [key, Finset.sum_const, Finset.card_univ, Fintype.card_perm,
          Fintype.card_fin, nsmul_eq_mul]
        rw [← mul_assoc, ← map_natCast (C : ℂ →+* MvPolynomial (Fin 2) ℂ) n.factorial,
          ← map_mul, inv_mul_cancel₀ (by exact_mod_cast n.factorial_ne_zero), map_one, one_mul]
```

Symmetry of the product follows by relabelling the sum over permutations.

```lean
/-- A symmetrised product of one-index spinors is totally symmetric. -/
theorem symProd_symmetric {n : ℕ} (α : Fin n → Fin 2 → ℂ) :
    IsTotallySymmetric (symProd α) := by
  intro τ A
  unfold symProd
  congr 1
  refine Fintype.sum_equiv (Equiv.mulRight τ⁻¹) _ _ fun σ => ?_
  rw [← Equiv.prod_comp τ (fun i => α ((Equiv.mulRight τ⁻¹ σ) i) (A i))]
  simp
```

The main theorem joins these. Forward, `hne` shows that the polynomial is nonzero, it is factored, and the nonzero count `hcard` is cancelled to compare components. Backward, a vanishing product would force some linear form, and hence some `α i`, to vanish.

```lean
/-- For `n ≥ 1`, an `n`-index spinor is totally symmetric and nonzero exactly when it is the
symmetrised product of `n` nonzero one-index spinors. -/
theorem symmetric_spinor_iff_principal_spinors {n : ℕ} (hn : n ≠ 0)
    (φ : (Fin n → Fin 2) → ℂ) :
    (IsTotallySymmetric φ ∧ φ ≠ 0) ↔
      ∃ α : Fin n → Fin 2 → ℂ, (∀ i, α i ≠ 0) ∧ φ = symProd α := by
  constructor
  · rintro ⟨hs, h0⟩
    have hcard : ∀ A : Fin n → Fin 2,
        ((Finset.univ.filter fun B : Fin n → Fin 2 =>
          occupation B = occupation A).card : ℂ) ≠ 0 := fun A =>
      Nat.cast_ne_zero.2 (Finset.card_ne_zero_of_mem
        (Finset.mem_filter.2 ⟨Finset.mem_univ A, rfl⟩))
    have hhom : (form φ).IsHomogeneous n := by
      refine IsHomogeneous.sum _ _ n fun A _ => ?_
      have h := (isHomogeneous_C (Fin 2) (φ A)).mul (IsHomogeneous.prod Finset.univ
        (fun i => (X (A i) : MvPolynomial (Fin 2) ℂ)) (fun _ => 1)
        fun i _ => isHomogeneous_X ℂ (A i))
      convert h using 1
      simp
    have hne : form φ ≠ 0 := fun h => h0 (funext fun A => by
      have hA := coeff_form hs A
      rw [h, coeff_zero] at hA
      exact (mul_eq_zero.1 hA.symm).resolve_left (hcard A))
    obtain ⟨α, hα, h⟩ := binary_form_factors hn hhom hne
    -- equal forms of symmetric spinors have equal components
    refine ⟨α, hα, funext fun A => mul_left_cancel₀ (hcard A) ?_⟩
    rw [← coeff_form hs, ← coeff_form (symProd_symmetric α), form_symProd, h]
  · rintro ⟨α, hα, rfl⟩
    refine ⟨symProd_symmetric α, fun h => ?_⟩
    have hf := form_symProd α
    rw [h] at hf
    have hz : ∏ i, linearForm (α i) = 0 := by rw [← hf]; simp [form]
    obtain ⟨i, _, hi⟩ := Finset.prod_eq_zero_iff.1 hz
    refine hα i (funext fun a => ?_)
    have ha := congrArg (eval (Pi.single a (1 : ℂ))) hi
    fin_cases a <;> simpa [linearForm, Pi.single_apply] using ha
```

Q: Can I read the principal spinors off from the zeros of the polynomial?

A: Yes, up to scale and repetition. The value of the polynomial at $\xi$ is the full contraction of $\varphi$ with $\xi$. Evaluating the product identity at $\xi$ shows that it vanishes exactly when $\alpha_{i,0}\xi_0+\alpha_{i,1}\xi_1=0$ for some $i$. For nonzero $\xi$ this says that $\alpha_i$ is a multiple of $(\xi_1,-\xi_0)$. In the example, the zeros $\xi=(1,1)$ and $\xi=(2,1)$ give back $(1,-1)$ and $(1,-2)$.

```lean
/-- The full contraction of a symmetrised product with a spinor `ξ` vanishes exactly when the
contraction of `ξ` with one of the factors vanishes. -/
theorem contraction_eq_zero_iff {n : ℕ} (α : Fin n → Fin 2 → ℂ) (ξ : Fin 2 → ℂ) :
    ∑ A, symProd α A * ∏ i, ξ (A i) = 0 ↔ ∃ i, α i 0 * ξ 0 + α i 1 * ξ 1 = 0 := by
  have h := congrArg (eval ξ) (form_symProd α)
  simp only [form, linearForm, map_sum, map_mul, map_prod, eval_C, eval_X] at h
  rw [h, Finset.prod_eq_zero_iff]
  simp [Fin.sum_univ_two]

end

end PrincipalSpinors
```

```lean
#print axioms PrincipalSpinors.symmetric_spinor_iff_principal_spinors
-- 'PrincipalSpinors.symmetric_spinor_iff_principal_spinors' depends on axioms: [propext, Classical.choice, Quot.sound]
#print axioms PrincipalSpinors.contraction_eq_zero_iff
-- 'PrincipalSpinors.contraction_eq_zero_iff' depends on axioms: [propext, Classical.choice, Quot.sound]
```

Q: Does this matter for quantum mechanics?

A: For a single pure state of spin $n/2$ with $n\ge1$, written as a symmetric state of $n$ spins one-half, it gives a description by $n$ one-spin states, up to normalisation and without any dynamics.
